# In a uniform field, every partition-function zero of a finite Ising ferromagnet with pair couplings lies on the unit fugacity circle

**Q:** Before I believe that this is the Ising model, tell me what the symbols mean.

**A:** The sites form a finite set $V$. A configuration is the set $S\subseteq V$ of down spins, so $s_i=-1$ for $i\in S$ and $s_i=+1$ otherwise. The bonds form a finite set $E$ of site pairs $p=(p_1,p_2)$, each with a real reduced coupling $K_p$, the exchange energy divided by $k_BT$. Each site has a complex fugacity $z_i$. The object studied is

$$P(z)=\sum_{S\subseteq V} W(S)\prod_{i\in S}z_i,\qquad W(S)=\exp\sum_{p\in E}K_p\,(s_{p_1}s_{p_2}-1).$$

**Q:** My partition function is $Z=\sum_S\exp\left(\sum_p K_p s_{p_1}s_{p_2}+\sum_i h_i s_i\right)$. I see neither a field $h_i$ nor a reason for the $-1$.

**A:** Put $z_i=e^{-2h_i}$, with $h_i$ the field energy divided by $k_BT$. Since $h_is_i$ equals $h_i$ for an up spin and $h_i-2h_i$ for a down spin,

$$Z=\exp\left(\sum_p K_p+\sum_i h_i\right)P(z).$$

The prefactor never vanishes, so $Z$ and $P$ have the same zeros. The $-1$ only measures energies from the aligned state. Because $|z_i|=e^{-2\,\mathrm{Re}\,h_i}$, the condition $|z_i|<1$ means $\mathrm{Re}\,h_i>0$. The code works with fugacities throughout; this dictionary is how you translate its theorems into fields.

**Q:** Where does the argument start?

**A:** With a statement about four complex numbers. Suppose $A+Bz+Cw+Dzw$ has no zero with $|z|,|w|<1$. Then $A+Dz$ has none with $|z|<1$. In spin language, you keep only the terms in which two spins agree and merge them into one.

Assume $A+Dz=0$ with $|z|<1$. Setting both variables to zero in the hypothesis gives $A\neq0$, and hence $D\ne0$. On the diagonal, the original polynomial is $A+(B+C)r+Dr^2$. Its roots $r,q$ satisfy $|r|,|q|\ge1$, since a smaller root would be a forbidden zero. But $rq=A/D=-z$, so $|z|=|r||q|\ge1$, a contradiction.

In Lean 4 with Mathlib:

```lean
import Mathlib

namespace LeeYang

/-- Asano contraction: if `A + B z + C w + D z w` has no zero in the open unit bidisc, then
`A + D z` has no zero in the open unit disc. -/
theorem asano_contraction {A B C D : ℂ}
    (h : ∀ z w : ℂ, ‖z‖ < 1 → ‖w‖ < 1 → A + B * z + C * w + D * z * w ≠ 0)
    {z : ℂ} (hz : ‖z‖ < 1) : A + D * z ≠ 0 := by
  intro h0
  have hA : A ≠ 0 := by simpa using h 0 0 (by simp) (by simp)
  have hD : D ≠ 0 := fun hD => hA (by simpa [hD] using h0)
  have h4 : (4 : ℂ) ≠ 0 := by norm_num
  -- the roots of the polynomial on the diagonal `z = w` lie outside the disc
  obtain ⟨s, hs⟩ := IsAlgClosed.exists_pow_nat_eq ((B + C) ^ 2 - 4 * D * A)
    (n := 2) (by norm_num)
  have root : ∀ t r : ℂ, t ^ 2 = (B + C) ^ 2 - 4 * D * A →
      2 * D * r = t - (B + C) → 1 ≤ ‖r‖ := by
    intro t r ht hr
    by_contra hlt
    apply h r r (not_le.mp hlt) (not_le.mp hlt)
    apply mul_left_cancel₀ (mul_ne_zero h4 hD)
    linear_combination (2 * D * r + (B + C) + t) * hr + ht
  have e : ∀ t : ℂ, ∃ r, 2 * D * r = t - (B + C) :=
    fun t => ⟨(t - (B + C)) / (2 * D), mul_div_cancel₀ _ (mul_ne_zero two_ne_zero hD)⟩
  obtain ⟨r, hr⟩ := e s
  obtain ⟨q, hq⟩ := e (-s)
  have h1 := root s r hs hr
  have h2 := root (-s) q (by rw [neg_sq, hs]) hq
  -- their product is `A / D = -z`
  have hp : r * q = -z := by
    apply mul_left_cancel₀ (mul_ne_zero h4 (pow_ne_zero 2 hD))
    linear_combination (2 * D * q) * hr + (s - (B + C)) * hq - hs + 4 * D * h0
  have hn : ‖r‖ * ‖q‖ = ‖z‖ := by rw [← norm_mul, hp, norm_neg]
  nlinarith [mul_nonneg (sub_nonneg.2 h1) (sub_nonneg.2 h2)]
```

The code takes a square root `s` of the discriminant, and `root` shows that each root lies outside the open disc. `hp` is the product of the roots, and the last line multiplies out $(|r|-1)(|q|-1)\ge0$.

**Q:** So far there is no interaction.

**A:** It enters through the polynomial of two spins joined by one bond, $1+a(z+w)+zw$ with $a=e^{-2K}$. For real $a$, it has no zero in the open bidisc exactly when $|a|\le1$.

If $|a|>1$, then $z=-1/a$, $w=0$ is a zero inside. If $|a|\le1$, a zero would satisfy $w(a+z)=-(1+az)$. Expanding the squares gives

$$|1+az|^2-|a+z|^2=(1-a^2)(1-|z|^2)\ge0.$$

If $a+z\neq0$, then $|w|<1$ gives $|1+az|<|a+z|$, contradicting this inequality. If $a+z=0$, then $1+az=1-a^2$ must vanish, although $|a|=|z|<1$.

```lean
/-- For real `a`, the edge polynomial `1 + a (z + w) + z w` has no zero in the open unit
bidisc exactly when `|a| ≤ 1`. -/
theorem edge_zeroFree_iff (a : ℝ) :
    (∀ z w : ℂ, ‖z‖ < 1 → ‖w‖ < 1 → 1 + a * (z + w) + z * w ≠ 0) ↔ |a| ≤ 1 := by
  constructor
  · intro h
    by_contra hlt
    have hlt' := not_le.mp hlt
    have ha : (a : ℂ) ≠ 0 := by
      intro h0
      have h1 : a = 0 := by exact_mod_cast h0
      rw [h1, abs_zero] at hlt'
      linarith
    refine h (-(a : ℂ)⁻¹) 0 ?_ (by simp) ?_
    · rw [norm_neg, norm_inv, Complex.norm_real, Real.norm_eq_abs]
      exact inv_lt_one_of_one_lt₀ hlt'
    · linear_combination -(mul_inv_cancel₀ ha)
  · intro ha z w hz hw h0
    have ha2 : a ^ 2 ≤ 1 := by nlinarith [sq_abs a, abs_nonneg a]
    have lt : ∀ x : ℂ, ‖x‖ < 1 → Complex.normSq x < 1 := fun x hx => by
      rw [Complex.normSq_eq_norm_sq]; nlinarith [norm_nonneg x]
    have hZ := lt z hz
    -- compare the moduli of `a + z` and `1 + a z`
    have e : w * (a + z) = -(1 + a * z) := by linear_combination h0
    have e1 := congrArg Complex.normSq e
    rw [Complex.normSq_mul, Complex.normSq_neg] at e1
    have e2 : Complex.normSq (1 + a * z) =
        Complex.normSq (a + z) + (1 - a ^ 2) * (1 - Complex.normSq z) := by
      simp only [Complex.normSq_apply, Complex.add_re, Complex.add_im, Complex.mul_re,
        Complex.mul_im, Complex.one_re, Complex.one_im, Complex.ofReal_re, Complex.ofReal_im]
      ring
    have p := mul_nonneg (sub_nonneg.2 ha2) (sub_pos.2 hZ).le
    have hN : Complex.normSq (a + z) = 0 := by
      by_contra hne
      have hpos := lt_of_le_of_ne (Complex.normSq_nonneg (a + z)) (Ne.symm hne)
      nlinarith [mul_pos (sub_pos.2 (lt w hw)) hpos]
    have hza : z = -(a : ℂ) := by linear_combination Complex.normSq_eq_zero.1 hN
    have hZa : Complex.normSq z = a ^ 2 := by
      rw [hza, Complex.normSq_neg, Complex.normSq_ofReal]; ring
    rw [hN, mul_zero] at e1
    rw [hN, hZa] at e2
    rw [hZa] at hZ
    nlinarith [mul_pos (sub_pos.2 hZ) (sub_pos.2 hZ)]
```

Here `e2` is the displayed identity and `hN` disposes of the case $a+z\ne0$. The statement also allows negative $a$, which no real coupling produces.

**Q:** How do you add a bond to two spins that already interact through the rest of the system?

**A:** Multiply and contract twice. Let $A+Bx+Cu+Dxu$ be zero-free, and multiply it by the edge polynomial $1+a(y+v)+yv$. With $u,v$ fixed, the product is

$$\bigl[(A+Cu)+(B+Du)x\bigr]\bigl[(1+av)+(a+v)y\bigr].$$

Contracting $x,y$ into $z$ leaves $(A+Cu)(1+av)+(B+Du)(a+v)z$, which expands to

$$(A+aBz)+(C+aDz)u+(aA+Bz)v+(aC+Dz)uv.$$

Contracting $u,v$ into $w$ keeps the first and last terms: $A+a(Bz+Cw)+Dzw$. The unequal-spin terms have acquired the factor $a$, and the polynomial is still zero-free.

```lean
/-- If a two-site polynomial has no zero in the open unit bidisc, this remains so when its
two terms with unequal spins are multiplied by a real `a` with `|a| ≤ 1`. -/
theorem two_site_bond {A B C D : ℂ} {a : ℝ} (ha : |a| ≤ 1)
    (h : ∀ z w : ℂ, ‖z‖ < 1 → ‖w‖ < 1 → A + B * z + C * w + D * z * w ≠ 0)
    {z w : ℂ} (hz : ‖z‖ < 1) (hw : ‖w‖ < 1) :
    A + a * (B * z + C * w) + D * z * w ≠ 0 := by
  -- multiply by the edge polynomial and contract twice
  have step : ∀ u v : ℂ, ‖u‖ < 1 → ‖v‖ < 1 → (A + a * B * z) + (C + a * D * z) * u
      + (a * A + B * z) * v + (a * C + D * z) * u * v ≠ 0 := by
    intro u v hu hv h0
    refine asano_contraction (A := (A + C * u) * (1 + a * v)) (B := (B + D * u) * (1 + a * v))
      (C := (A + C * u) * (a + v)) (D := (B + D * u) * (a + v)) ?_ hz
      (by linear_combination h0)
    intro x y hx hy h1
    exact mul_ne_zero (h x u hx hu) ((edge_zeroFree_iff a).2 ha y v hy hv)
      (by linear_combination h1)
  intro h0
  exact asano_contraction step hw (by linear_combination h0)
```

The first contraction is `step`; the last line is the second.

**Q:** That is still two sites. I have many.

**A:** The general polynomial accepts any complex coefficient `c S` for each configuration.

```lean
variable {V : Type*} [Fintype V] [DecidableEq V]

/-- The polynomial in the site fugacities `z i` with coefficient `c S` for the set `S` of
down spins. -/
noncomputable def fugacityPoly (c : Finset V → ℂ) (z : V → ℂ) : ℂ :=
  ∑ S : Finset V, c S * ∏ i ∈ S, z i
```

Pick sites $i\ne j$ and freeze every other fugacity inside the disc. Sorting the configurations by the spins at $i$ and $j$ gives $A+Bz_i+Cz_j+Dz_iz_j$: $A$ collects both up, $B$ only $i$ down, $C$ only $j$ down, $D$ both down. This two-site polynomial is zero-free because the full one is, so the previous result applies. If $i=j$, the spins always agree and nothing changes.

```lean
/-- If a fugacity polynomial has no zero in the open unit polydisc, this remains so when all
configurations with unequal spins at `i` and `j` get a real factor `a` with `|a| ≤ 1`. -/
theorem many_site_bond (c : Finset V → ℂ) (i j : V) {a : ℝ} (ha : |a| ≤ 1)
    (h : ∀ z : V → ℂ, (∀ k, ‖z k‖ < 1) → fugacityPoly c z ≠ 0)
    (z : V → ℂ) (hz : ∀ k, ‖z k‖ < 1) :
    fugacityPoly (fun S => c S * (if (i ∈ S ↔ j ∈ S) then 1 else (a : ℂ))) z ≠ 0 := by
  by_cases hij : i = j
  · subst hij
    simpa using h z hz
  -- `Y u v` is `z` with the fugacities at `i` and `j` replaced by `u` and `v`
  let Y : ℂ → ℂ → V → ℂ := fun u v k => (if k = i then u else 1) *
    (if k = j then v else 1) * (if k = i ∨ k = j then 1 else z k)
  obtain ⟨A, B, C, D, key⟩ : ∃ A B C D : ℂ, ∀ b u v : ℂ,
      fugacityPoly (fun S => c S * (if (i ∈ S ↔ j ∈ S) then 1 else b)) (Y u v)
      = A + b * (B * u + C * v) + D * u * v := by
    let r : Finset V → ℂ := fun S => c S * ∏ k ∈ S, (if k = i ∨ k = j then 1 else z k)
    refine ⟨∑ S, if i ∈ S then 0 else if j ∈ S then 0 else r S,
      ∑ S, if i ∈ S then (if j ∈ S then 0 else r S) else 0,
      ∑ S, if i ∈ S then 0 else if j ∈ S then r S else 0,
      ∑ S, if i ∈ S then (if j ∈ S then r S else 0) else 0, fun b u v => ?_⟩
    simp only [fugacityPoly, Y, Finset.prod_mul_distrib, Finset.prod_ite_eq',
      Finset.mul_sum, Finset.sum_mul, ← Finset.sum_add_distrib]
    refine Finset.sum_congr rfl fun S _ => ?_
    by_cases hi : i ∈ S <;> by_cases hj : j ∈ S <;>
      simp only [r, hi, hj, iff_true, iff_false, not_true_eq_false, ↓reduceIte] <;> ring
  have two : ∀ u v : ℂ, ‖u‖ < 1 → ‖v‖ < 1 → A + B * u + C * v + D * u * v ≠ 0 := by
    intro u v hu hv h0
    have e := key 1 u v
    simp only [ite_self, mul_one, one_mul] at e
    refine h (Y u v) (fun k => ?_) (e.trans (by linear_combination h0))
    by_cases h1 : k = i
    · simpa [Y, h1, hij] using hu
    · by_cases h2 : k = j
      · simpa [Y, h2, Ne.symm hij] using hv
      · simpa [Y, h1, h2] using hz k
  have hY : Y (z i) (z j) = z := by
    funext k
    by_cases h1 : k = i
    · simp [Y, h1, hij]
    · by_cases h2 : k = j
      · simp [Y, h2, Ne.symm hij]
      · simp [Y, h1, h2]
  have e := key a (z i) (z j)
  rw [hY] at e
  rw [e]
  exact two_site_bond ha two (hz i) (hz j)
```

In the code, `Y u v` is the fugacity vector with entries $i$ and $j$ replaced, `key` is the sorting, and `two` transfers zero-freeness to the two-site polynomial.

**Q:** Now show me that the weights are Boltzmann weights.

**A:** These two definitions are $s_i$ and $W(S)$ from the beginning. The spins are stored as complex numbers, but take only the values $\pm1$.

```lean
/-- The Ising spin at site `i`: `-1` if `i` is in the set `S` of down spins, else `+1`. -/
def spin (S : Finset V) (i : V) : ℂ := if i ∈ S then -1 else 1

/-- The zero-field Boltzmann weight with reduced coupling `K p` on each bond `p` in `E`,
energies being measured from the fully aligned state. -/
noncomputable def bondWeight (E : Finset (V × V)) (K : V × V → ℝ) (S : Finset V) : ℂ :=
  Complex.exp (∑ p ∈ E, K p * (spin S p.1 * spin S p.2 - 1))
```

Bonds are ordered pairs. If both $(i,j)$ and $(j,i)$ are in `E`, their couplings add, and a pair $(i,i)$ contributes zero energy. There is no lattice or range restriction: any finite graph is allowed.

**Q:** And the theorem itself?

**A:** `lee_yang` says that if $K_p\ge0$ for every bond in `E`, then $P(z)\neq0$ whenever all $|z_k|<1$. The fugacities may differ from site to site. The hypothesis `hK` is ferromagnetism: no bond favours opposite spins.

The proof adds bonds one at a time. Without bonds, $P=\prod_i(1+z_i)$, which vanishes only if some $z_i=-1$. A new bond multiplies each weight by $e^{K_p(s_{p_1}s_{p_2}-1)}$, which is $1$ for equal spins and $a=e^{-2K_p}$ for unequal ones. Since $K_p\ge0$, we have $0<a\le1$, and the many-site step applies.

```lean
/-- Lee-Yang theorem: for nonnegative couplings on any finite set of bonds, the Ising
partition function has no zero with all site fugacities in the open unit disc. -/
theorem lee_yang (E : Finset (V × V)) (K : V × V → ℝ) (hK : ∀ p ∈ E, 0 ≤ K p) :
    ∀ z : V → ℂ, (∀ k, ‖z k‖ < 1) → fugacityPoly (bondWeight E K) z ≠ 0 := by
  induction E using Finset.induction_on with
  | empty =>
    -- free spins: the polynomial factorises
    intro z hz
    have e : fugacityPoly (bondWeight ∅ K) z = ∏ i, (z i + 1) := by
      rw [Finset.prod_add, Finset.powerset_univ]
      simp [fugacityPoly, bondWeight]
    rw [e]
    refine Finset.prod_ne_zero_iff.2 fun i _ h0 => ?_
    have h2 := hz i
    rw [eq_neg_of_add_eq_zero_left h0, norm_neg, norm_one] at h2
    exact lt_irrefl _ h2
  | insert p E hp ih =>
    have ha : |Real.exp (-2 * K p)| ≤ 1 := by
      rw [abs_of_pos (Real.exp_pos _)]
      exact Real.exp_le_one_iff.2 (by linarith [hK p (Finset.mem_insert_self p E)])
    -- a new bond multiplies the weight of unequal spins by `exp (-2 K)`
    have e : bondWeight (insert p E) K = fun S => bondWeight E K S *
        (if (p.1 ∈ S ↔ p.2 ∈ S) then 1 else ((Real.exp (-2 * K p) : ℝ) : ℂ)) := by
      funext S
      have hb : Complex.exp (K p * (spin S p.1 * spin S p.2 - 1)) =
          if (p.1 ∈ S ↔ p.2 ∈ S) then 1 else ((Real.exp (-2 * K p) : ℝ) : ℂ) := by
        by_cases h1 : p.1 ∈ S <;> by_cases h2 : p.2 ∈ S <;>
          simp [spin, h1, h2] <;> ring_nf
      unfold bondWeight
      rw [Finset.sum_insert hp, Complex.exp_add, hb]
      ring
    rw [e]
    exact many_site_bond _ p.1 p.2 ha (ih fun q hq => hK q (Finset.mem_insert_of_mem hq))
```

The two cases of the induction are `empty` and `insert`; inside the second, `hb` evaluates the new bond factor for the four spin pairs.

**Q:** Does the sign of $K$ matter, or is it a convenience?

**A:** It matters already for two distinct sites and one bond. At common fugacity $z$ the polynomial is $1+2az+z^2$. If $K<0$, then $a>1$, and the roots are real, distinct and have product $1$, so one lies inside the disc.

**Q:** You have excluded the inside of the disc. The circle needs the outside too.

**A:** Spin-flip symmetry supplies it. Flipping every spin replaces $S$ by its complement and leaves $W$ unchanged, because each product $s_{p_1}s_{p_2}$ is unchanged. For one common fugacity $z\ne0$, writing $P(z)$ for the polynomial with all $z_i=z$,

$$P(z)=\sum_S W(S)z^{|S|}=z^{|V|}\sum_S W(S^c)z^{-|S^c|}=z^{|V|}P(1/z).$$

If $|z|>1$, then $|1/z|<1$, so the right-hand side is nonzero. Every zero therefore has $|z|=1$, which means a purely imaginary uniform field.

```lean
/-- Lee-Yang circle theorem: for nonnegative couplings and one common fugacity `z` at all
sites, every zero of the Ising partition function lies on the unit circle. -/
theorem lee_yang_circle (E : Finset (V × V)) (K : V × V → ℝ) (hK : ∀ p ∈ E, 0 ≤ K p)
    (z : ℂ) (h0 : fugacityPoly (bondWeight E K) (fun _ => z) = 0) : ‖z‖ = 1 := by
  rcases lt_trichotomy ‖z‖ 1 with hn | hn | hn
  · exact absurd h0 (lee_yang E K hK _ fun _ => hn)
  · exact hn
  have hz : z ≠ 0 := norm_pos_iff.1 (by linarith)
  -- flipping all spins inverts the fugacity
  have flip : fugacityPoly (bondWeight E K) (fun _ => z) =
      z ^ Fintype.card V * fugacityPoly (bondWeight E K) (fun _ => z⁻¹) := by
    unfold fugacityPoly
    rw [Finset.mul_sum]
    refine Fintype.sum_equiv (⟨fun S => Sᶜ, fun S => Sᶜ, compl_compl, compl_compl⟩ :
      Finset V ≃ Finset V) _ _ fun S => ?_
    have hs : ∀ i, spin Sᶜ i = -spin S i := by
      intro i
      by_cases hi : i ∈ S <;> simp [spin, hi]
    have hw : bondWeight E K Sᶜ = bondWeight E K S := by
      simp only [bondWeight, hs, neg_mul_neg]
    change bondWeight E K S * ∏ _i ∈ S, z =
      z ^ Fintype.card V * (bondWeight E K Sᶜ * ∏ _i ∈ Sᶜ, z⁻¹)
    rw [hw, Finset.prod_const, Finset.prod_const, ← Finset.card_add_card_compl S, pow_add,
      inv_pow]
    have hc := mul_inv_cancel₀ (pow_ne_zero (Sᶜ).card hz)
    linear_combination -(bondWeight E K S * z ^ S.card) * hc
  refine absurd (flip.symm.trans h0) (mul_ne_zero (pow_ne_zero _ hz)
    (lee_yang E K hK _ fun _ => ?_))
  rw [norm_inv]
  exact inv_lt_one_of_one_lt₀ hn

end LeeYang
```

```lean
#print axioms LeeYang.lee_yang_circle
-- 'LeeYang.lee_yang_circle' depends on axioms: [propext, Classical.choice, Quot.sound]
```

The three-way split on $|z|$ matches this argument, and `flip` is the displayed symmetry.

**Q:** Then you have shown that a ferromagnet has no phase transition in a nonzero real field.

**A:** No. A phase transition concerns the free energy per site of an infinite system. As the system grows, the zeros can accumulate only on the circle, away from every nonzero real field, but carrying analyticity over to the limit takes a further argument that is not given here. Here $V$ is finite, the spins are classical and two-valued, the interactions are pairwise, and the couplings are real. The theorem locates the zeros in the field variable, but says nothing about their density on the circle or about zeros in complex temperature.

**Q:** Is there anything I can do with it at finite size?

**A:** If you enumerate a small classical Ising ferromagnet with pair couplings and solve for the roots of its uniform-field polynomial, a computed root clearly off the unit circle points to an error in the coefficients or to lost numerical precision, either in the coefficients or in the root finder.
